# A differentiable descent line with energy bounded below has a strong Wolfe step when $0<c_1<c_2<1$

In a BFGS geometry optimisation with a strong Wolfe line search, the code picks a descent direction and then tries step lengths $t$ until one passes two tests. With $\varphi(t)$ the energy along the line and $\varphi'(t)$ its slope, the tests are

$$\varphi(t)\le\varphi(0)+c_1t\,\varphi'(0),\qquad |\varphi'(t)|\le c_2|\varphi'(0)|.$$

The search is only sensible if some $t>0$ passes both. I believe this holds whenever $\varphi$ is differentiable and bounded below on $t\ge0$, with $\varphi'(0)<0$ and $0<c_1<c_2<1$. Can this be derived rigorously, without assuming that $\varphi'$ is continuous, and checked in Lean 4?

## Minimising a tilted energy

Yes. Subtract the line of sufficient decrease from the energy:

$$\psi(t)=\varphi(t)-c_1\varphi'(0)\,t .$$

Its initial slope is $\psi'(0)=(1-c_1)\varphi'(0)<0$, so $\psi(s)<\psi(0)$ for some arbitrarily small $s>0$.

Far out, $\psi$ is large. If $\varphi(t)\ge m$ for $t\ge0$, then $\psi(t)\ge m+c_1|\varphi'(0)|\,t$. Choosing

$$T=\frac{|\varphi(0)-m|+1}{c_1|\varphi'(0)|}$$

gives $\psi(T)\ge m+|\varphi(0)-m|+1\ge\varphi(0)+1>\psi(0)$.

Since $\psi$ is continuous, it has a minimum on $[0,T]$, at $t$ say. Taking $s<T$, we get $\psi(t)\le\psi(s)<\psi(0)<\psi(T)$, so $t$ is neither endpoint. Two facts follow:

- $\psi'(t)=0$, that is, $\varphi'(t)=c_1\varphi'(0)$.
- $\psi(t)<\psi(0)$, that is, $\varphi(t)<\varphi(0)+c_1t\,\varphi'(0)$.

The second is the decrease test, with room to spare. The first gives $|\varphi'(t)|=c_1|\varphi'(0)|<c_2|\varphi'(0)|$, which is the slope test. Both inequalities are strict, so if $\varphi'$ is continuous they survive small changes of $t$, and a whole neighbourhood of steps is acceptable.

## What an accepted step gives BFGS

Let $x$ be the current geometry and $p$ the search direction. At a trial point $x+tp$ the energy $f$ enters the decrease test, and its gradient $g$ gives the slope $\varphi'(t)=\langle g(x+tp),p\rangle$ for the slope test. A common choice is $c_1=10^{-4}$, $c_2=0.9$. After acceptance, BFGS updates its approximate Hessian from the displacement $\Delta x=tp$ and the gradient change $\Delta g$. The update keeps a positive definite matrix positive definite when $\langle\Delta g,\Delta x\rangle>0$.

The slope test supplies this sign. It implies $\varphi'(t)\ge-c_2|\varphi'(0)|=c_2\varphi'(0)>\varphi'(0)$, hence

$$\langle\Delta g,\Delta x\rangle=t\,[\varphi'(t)-\varphi'(0)]>0 .$$

## A parabola that tests the constants

Take $\varphi(t)=\tfrac a2t^2-bt$ with $a,b>0$, so that $\varphi'(0)=-b$, and let $0\le c_2<1$. For $t>0$ the decrease test reads $at\le2(1-c_1)b$, and the slope test reads $(1-c_2)b\le at\le(1+c_2)b$. They are compatible only if $1-c_2\le2(1-c_1)$, that is, $2c_1\le1+c_2$. Conversely, under that condition $t=(1-c_2)b/a$ passes both.

With $c_1=0.9$ and $c_2=0.1$, then, no step is acceptable, so it is not enough that both constants lie between 0 and 1. The ordering $c_1<c_2$ is sufficient, but for this parabola it is stronger than necessary.

## The Lean statements in physical terms

`StrongWolfe φ φ' c₁ c₂ t` bundles the two tests as `decrease` and `curvature`. Positivity of the step is stated separately, as `0 < t`.

In `exists_strongWolfe`, `φ` and `φ'` are real functions, and `hφ` says that `φ'` is the derivative of `φ` at every real `t`, including negative ones. The hypothesis `hm` supplies a lower bound `m` on the forward half-line: the energy does not fall without limit along the search direction. `h0` says that the direction is downhill. The constants are tolerances of the algorithm, not properties of the molecule.

`exists_step_along_direction` places the line in a real Hilbert space `E`, which for a molecule is the finite-dimensional space of nuclear coordinates. Its hypothesis `hf` asks for a gradient at every point of `E`. This is an idealisation: a Born–Oppenheimer surface is singular where nuclei coincide and can have kinks at state crossings.

The theorems establish that a step exists. They say nothing about whether a particular bracketing or interpolation routine finds it, or whether the whole optimisation converges.

```lean
import Mathlib

open Filter Topology
open scoped InnerProductSpace

namespace StrongWolfeLineSearch

/-- The strong Wolfe conditions at step `t` for an energy profile `φ` with slope `φ'`: sufficient
decrease with constant `c₁`, and a slope of magnitude at most `c₂` times that of the initial slope.
-/
structure StrongWolfe (φ φ' : ℝ → ℝ) (c₁ c₂ t : ℝ) : Prop where
  decrease : φ t ≤ φ 0 + c₁ * t * φ' 0
  curvature : |φ' t| ≤ c₂ * |φ' 0|

/-- If the slope at the origin is negative, then for each length `T > 0` some positive step shorter
than `T` strictly lowers the energy. -/
theorem exists_lower_step {ψ : ℝ → ℝ} {d T : ℝ} (h : HasDerivAt ψ d 0) (hd : d < 0)
    (hT : 0 < T) : ∃ s, 0 < s ∧ s < T ∧ ψ s < ψ 0 := by
  have h1 := (hasDerivAt_iff_tendsto_slope.mp h).eventually (eventually_lt_nhds hd)
  have h2 : ∀ᶠ s in 𝓝[>] (0 : ℝ), slope ψ 0 s < 0 :=
    h1.filter_mono (nhdsWithin_mono _ (fun s hs => (Set.mem_Ioi.mp hs).ne'))
  have h3 : ∀ᶠ s in 𝓝[>] (0 : ℝ), s ∈ Set.Ioo 0 T := Ioo_mem_nhdsGT hT
  obtain ⟨s, hs, hs0, hsT⟩ := (h2.and h3).exists
  refine ⟨s, hs0, hsT, ?_⟩
  by_contra hcon
  rw [slope_def_field] at hs
  have : 0 ≤ (ψ s - ψ 0) / (s - 0) := div_nonneg (by linarith) (by linarith)
  linarith

/-- Along a descent line with differentiable energy bounded below, and for `0 < c₁ < 1`, some
positive step satisfies the sufficient decrease condition strictly and has slope exactly `c₁` times
the initial slope. -/
theorem exists_tangent_step {φ φ' : ℝ → ℝ} {c₁ m : ℝ} (hφ : ∀ t, HasDerivAt φ (φ' t) t)
    (hm : ∀ t, 0 ≤ t → m ≤ φ t) (h0 : φ' 0 < 0) (hc : 0 < c₁) (hc1 : c₁ < 1) :
    ∃ t, 0 < t ∧ φ t < φ 0 + c₁ * t * φ' 0 ∧ φ' t = c₁ * φ' 0 := by
  -- tilt the energy by the line of sufficient decrease
  let ψ : ℝ → ℝ := fun t => φ t - c₁ * φ' 0 * t
  have hψ : ∀ t, HasDerivAt ψ (φ' t - c₁ * φ' 0) t := fun t =>
    ((hφ t).fun_sub ((hasDerivAt_id' t).const_mul (c₁ * φ' 0))).congr_deriv (by ring)
  have hk : 0 < c₁ * (-φ' 0) := mul_pos hc (by linarith)
  -- far enough out, the tilted energy exceeds its initial value
  obtain ⟨T, hT, hTe⟩ : ∃ T : ℝ, 0 < T ∧ T * (c₁ * (-φ' 0)) = |φ 0 - m| + 1 :=
    ⟨(|φ 0 - m| + 1) / (c₁ * (-φ' 0)), div_pos (by positivity) hk,
      div_mul_cancel₀ _ hk.ne'⟩
  have hψT : ψ 0 < ψ T := by
    change φ 0 - c₁ * φ' 0 * 0 < φ T - c₁ * φ' 0 * T
    have h1 := hm T hT.le
    have h2 := le_abs_self (φ 0 - m)
    linarith
  have hcont : Continuous ψ :=
    continuous_iff_continuousAt.mpr fun t => (hψ t).continuousAt
  obtain ⟨t, ht, hmin⟩ := isCompact_Icc.exists_isMinOn
    (Set.nonempty_Icc.mpr hT.le) hcont.continuousOn
  -- the minimum lies strictly below the initial value, hence inside the interval
  obtain ⟨s, hs0, hsT, hs⟩ := exists_lower_step (hψ 0) (by nlinarith) hT
  have hlt : ψ t < ψ 0 := lt_of_le_of_lt (isMinOn_iff.mp hmin s ⟨hs0.le, hsT.le⟩) hs
  have ht0 : 0 < t := lt_of_le_of_ne ht.1 (by rintro rfl; exact lt_irrefl _ hlt)
  have htT : t < T := lt_of_le_of_ne ht.2 (by rintro rfl; exact lt_asymm hlt hψT)
  have hz := (hmin.isLocalMin (Icc_mem_nhds ht0 htT)).hasDerivAt_eq_zero (hψ t)
  refine ⟨t, ht0, ?_, by linarith⟩
  have hlt' : φ t - c₁ * φ' 0 * t < φ 0 - c₁ * φ' 0 * 0 := hlt
  linarith

/-- Along a descent line with differentiable energy bounded below, some positive step
satisfies the strong Wolfe conditions whenever `0 < c₁ < c₂ < 1`. -/
theorem exists_strongWolfe {φ φ' : ℝ → ℝ} {c₁ c₂ m : ℝ}
    (hφ : ∀ t, HasDerivAt φ (φ' t) t) (hm : ∀ t, 0 ≤ t → m ≤ φ t) (h0 : φ' 0 < 0)
    (hc : 0 < c₁) (h12 : c₁ < c₂) (hc2 : c₂ < 1) :
    ∃ t, 0 < t ∧ StrongWolfe φ φ' c₁ c₂ t := by
  obtain ⟨t, ht, hd, hs⟩ := exists_tangent_step hφ hm h0 hc (h12.trans hc2)
  refine ⟨t, ht, hd.le, ?_⟩
  rw [hs, abs_mul, abs_of_pos hc]
  exact mul_le_mul_of_nonneg_right h12.le (abs_nonneg _)

/-- Along a descent line with continuously differentiable energy bounded below, all steps in a
neighbourhood of some positive step satisfy the strong Wolfe conditions whenever `0 < c₁ < c₂ < 1`.
-/
theorem exists_nhds_strongWolfe {φ φ' : ℝ → ℝ} {c₁ c₂ m : ℝ}
    (hφ : ∀ t, HasDerivAt φ (φ' t) t) (hφ' : Continuous φ')
    (hm : ∀ t, 0 ≤ t → m ≤ φ t) (h0 : φ' 0 < 0)
    (hc : 0 < c₁) (h12 : c₁ < c₂) (hc2 : c₂ < 1) :
    ∃ t, 0 < t ∧ ∀ᶠ s in 𝓝 t, StrongWolfe φ φ' c₁ c₂ s := by
  obtain ⟨t, ht, hd, hs⟩ := exists_tangent_step hφ hm h0 hc (h12.trans hc2)
  have hcont : Continuous φ :=
    continuous_iff_continuousAt.mpr fun t => (hφ t).continuousAt
  have hcurv : |φ' t| < c₂ * |φ' 0| := by
    rw [hs, abs_mul, abs_of_pos hc]
    exact mul_lt_mul_of_pos_right h12 (abs_pos.mpr h0.ne)
  have hr : Continuous fun s : ℝ => φ 0 + c₁ * s * φ' 0 := by fun_prop
  -- both conditions hold strictly at t, so they persist nearby
  have e1 := (isOpen_lt hcont hr).mem_nhds hd
  have e2 := (isOpen_lt hφ'.abs continuous_const).mem_nhds hcurv
  refine ⟨t, ht, ?_⟩
  filter_upwards [e1, e2] with s h1 h2
  exact ⟨le_of_lt h1, le_of_lt h2⟩

/-- On a descent line, the slope at a strong Wolfe step with `c₂ < 1` is strictly larger
than the initial slope. -/
theorem StrongWolfe.slope_lt {φ φ' : ℝ → ℝ} {c₁ c₂ t : ℝ}
    (h : StrongWolfe φ φ' c₁ c₂ t) (h0 : φ' 0 < 0) (hc2 : c₂ < 1) : φ' 0 < φ' t := by
  have h1 := h.curvature
  rw [abs_of_neg h0] at h1
  have h2 := neg_abs_le (φ' t)
  nlinarith

/-- For an energy `f` with gradient `g` on a real Hilbert space, bounded below along a descent
direction `p`, and for `0 < c₁ < c₂ < 1`, some positive step satisfies the strong Wolfe conditions
and gives a gradient change with positive inner product with the displacement. -/
theorem exists_step_along_direction {E : Type*} [NormedAddCommGroup E]
    [InnerProductSpace ℝ E] [CompleteSpace E] {f : E → ℝ} {g : E → E} {x p : E}
    {c₁ c₂ m : ℝ} (hf : ∀ y, HasGradientAt f (g y) y)
    (hm : ∀ t : ℝ, 0 ≤ t → m ≤ f (x + t • p)) (hp : ⟪g x, p⟫_ℝ < 0)
    (hc : 0 < c₁) (h12 : c₁ < c₂) (hc2 : c₂ < 1) :
    ∃ t : ℝ, 0 < t ∧
      StrongWolfe (fun s => f (x + s • p)) (fun s => ⟪g (x + s • p), p⟫_ℝ) c₁ c₂ t ∧
      0 < ⟪g (x + t • p) - g x, t • p⟫_ℝ := by
  -- chain rule along the search line
  have hφ : ∀ t : ℝ, HasDerivAt (fun s : ℝ => f (x + s • p)) ⟪g (x + t • p), p⟫_ℝ t := by
    intro t
    have hl : HasDerivAt (fun s : ℝ => x + s • p) p t :=
      (((hasDerivAt_id' t).smul_const p).const_add x).congr_deriv (one_smul ℝ p)
    exact ((hf (x + t • p)).hasFDerivAt.comp_hasDerivAt t hl).congr_deriv
      (by rfl)
  have h0 : ⟪g (x + (0 : ℝ) • p), p⟫_ℝ < 0 := by simpa using hp
  obtain ⟨t, ht, hw⟩ := exists_strongWolfe hφ hm h0 hc h12 hc2
  refine ⟨t, ht, hw, ?_⟩
  have hs : ⟪g (x + (0 : ℝ) • p), p⟫_ℝ < ⟪g (x + t • p), p⟫_ℝ := hw.slope_lt h0 hc2
  rw [zero_smul, add_zero] at hs
  rw [inner_smul_right, inner_sub_left]
  exact mul_pos ht (sub_pos.mpr hs)

/-- For the quadratic energy `a t² / 2 - b t` with `a, b > 0` and `0 ≤ c₂ < 1`, a positive
strong Wolfe step exists exactly when `2 c₁ ≤ 1 + c₂`. -/
theorem quadratic_strongWolfe_iff {a b c₁ c₂ : ℝ} (ha : 0 < a) (hb : 0 < b)
    (h2 : 0 ≤ c₂) (hc2 : c₂ < 1) :
    (∃ t, 0 < t ∧ StrongWolfe (fun s => a / 2 * s ^ 2 - b * s) (fun s => a * s - b) c₁ c₂ t)
      ↔ 2 * c₁ ≤ 1 + c₂ := by
  have habs : |a * 0 - b| = b := by rw [mul_zero, zero_sub, abs_neg, abs_of_pos hb]
  constructor
  · rintro ⟨t, ht, hd, hs⟩
    have hd' : a / 2 * t ^ 2 - b * t ≤
        (a / 2 * 0 ^ 2 - b * 0) + c₁ * t * (a * 0 - b) := hd
    have hs' : |a * t - b| ≤ c₂ * |a * 0 - b| := hs
    rw [habs] at hs'
    -- decrease bounds the step from above, curvature from below
    have hup : a * t ≤ 2 * (1 - c₁) * b :=
      le_of_mul_le_mul_right (by nlinarith [hd']) ht
    have hlo := (abs_le.mp hs').1
    have hfin : (2 * c₁) * b ≤ (1 + c₂) * b := by linarith
    exact le_of_mul_le_mul_right hfin hb
  · intro h
    obtain ⟨t, ht, hat⟩ : ∃ t : ℝ, 0 < t ∧ a * t = b * (1 - c₂) :=
      ⟨b * (1 - c₂) / a, div_pos (mul_pos hb (by linarith)) ha,
        mul_div_cancel₀ _ ha.ne'⟩
    refine ⟨t, ht, ?_, ?_⟩
    · have e : a * t ^ 2 = b * (1 - c₂) * t := by linear_combination t * hat
      have k := mul_nonneg (mul_pos ht hb).le (sub_nonneg.mpr h)
      linarith
    · have e : a * t - b = -(c₂ * b) := by linear_combination hat
      rw [habs, e, abs_neg, abs_of_nonneg (mul_nonneg h2 hb.le)]

end StrongWolfeLineSearch
```

```lean
#print axioms StrongWolfeLineSearch.exists_nhds_strongWolfe
-- 'StrongWolfeLineSearch.exists_nhds_strongWolfe' depends on axioms: [propext, Classical.choice, Quot.sound]
#print axioms StrongWolfeLineSearch.exists_step_along_direction
-- 'StrongWolfeLineSearch.exists_step_along_direction' depends on axioms: [propext, Classical.choice, Quot.sound]
#print axioms StrongWolfeLineSearch.quadratic_strongWolfe_iff
-- 'StrongWolfeLineSearch.quadratic_strongWolfe_iff' depends on axioms: [propext, Classical.choice, Quot.sound]
```

## How the proof follows the derivation

`exists_lower_step` produces the small step $s$. The difference quotient at 0 tends to a negative number, so it is negative for all sufficiently small positive steps. Intersecting with the interval $(0,T)$ gives `s`, and a negative quotient with a positive denominator forces $\psi(s)<\psi(0)$.

`exists_tangent_step` is the tilting argument. It defines `ψ`, computes its derivative in `hψ`, and obtains `T` from the formula above. Compactness of the closed interval gives the minimiser `t`. The facts `ht0` and `htT` exclude the endpoints, and `hasDerivAt_eq_zero` then supplies the vanishing derivative at an interior minimum.

`exists_strongWolfe` rewrites $|\varphi'(t)|$ as $c_1|\varphi'(0)|$ and compares the constants. `exists_nhds_strongWolfe` keeps the inequalities strict: each defines an open set containing `t`, and nearby steps lie in both sets.

`StrongWolfe.slope_lt` proves the increase in slope. `exists_step_along_direction` gets `hφ` from the chain rule, applies the one-dimensional theorem, and factors the inner product into $t$ times the slope difference.

In `quadratic_strongWolfe_iff`, the forward direction derives the upper bound `hup` by cancelling $t>0$, combines it with the lower bound `hlo`, and cancels $b>0$. The reverse direction substitutes the explicit step $t=(1-c_2)b/a$ and verifies both tests.
